# Core-hole site shift in a two-site model: $0 < E_1 - E_2 < \min(D,U)$ for $D, U > 0$ and nonzero hopping

"The lowest eigenvalue" of a Hamiltonian needs a definite meaning before two of them can be subtracted. Here the energy levels of a real $2\times 2$ matrix $A$ are collected in a set, namely all real $\mu$ with $Av = \mu v$ for some nonzero real vector $v$, and a number $E$ is called the lowest level when it belongs to that set and lies at or below every member of it. No closed formula and no ordered list of eigenvalues enters this definition or the hypotheses of the theorems on the shift. The formula $E = \text{mean} - \text{half gap}$ is derived, and the theorems on the shift $E_1 - E_2$ speak about any numbers $E_1, E_2$ that are lowest levels in this sense, $E_1$ with the core hole on the first site and $E_2$ with the core hole on the second. In the title, $D$ is the energy of the first site above that of the second without a core hole, and $U$ is the core-hole attraction, taken equal on both sites.

```lean
import Mathlib

open Matrix

namespace CoreHoleSiteShift

noncomputable section
```

## One electron, two sites, a static hole

One electron moves on two sites with on-site energies $D$ and $0$ and a real hopping amplitude $t$:
$$H = \begin{pmatrix} D & t \\ t & 0 \end{pmatrix}.$$
The condition $D > 0$, assumed later, says that the sites are inequivalent and that the first lies higher. Lean numbers the rows from zero, so the first site has index `0` and the second has index `1`.

```lean
/-- The two-site Hamiltonian with site energies `D` and `0` and hopping `t`. -/
def twoSite (D t : ℝ) : Matrix (Fin 2) (Fin 2) ℝ := !![D, t; t, 0]
```

A core hole on a site attracts the electron while it sits there. The model represents this by one postulated number $U$, the strength of a static on-site attraction, taken equal for the two sites and subtracted from the diagonal entry of the site with the hole. `Matrix.single i i U` is the matrix with $U$ at position $(i,i)$ and zeros elsewhere. Write $H_1$ for `coreHole D t U 0` (hole on the first site) and $H_2$ for `coreHole D t U 1` (hole on the second site). The subscripts 1 and 2 on energies follow the same rule.

```lean
/-- The two-site Hamiltonian with a core hole on site `i`, whose attraction lowers the
energy of that site by `U`. -/
def coreHole (D t U : ℝ) (i : Fin 2) : Matrix (Fin 2) (Fin 2) ℝ :=
  twoSite D t - Matrix.single i i U
```

The set of levels described above is `levels A`. The product `A *ᵥ v` is $Av$, and $v$ ranges over nonzero real two-component vectors without normalisation, which does not affect $\mu$.

```lean
/-- The energy levels of `A`: the numbers `μ` with `A v = μ v` for some nonzero vector `v`. -/
def levels (A : Matrix (Fin 2) (Fin 2) ℝ) : Set ℝ := {μ | ∃ v ≠ 0, A *ᵥ v = μ • v}
```

The electron may be read as the one promoted out of the core orbital. The lowest level of $H_i$ is then the total energy of the lowest core-excited state up to an additive constant, and that constant is the same for both sites only if the two core orbitals have the same energy, an assumption of the model that the matrices do not derive. The model has no other electrons, no screening dynamics, no continuum and no transition intensities.

## The two levels of a symmetric $2\times 2$ matrix

For a detuning $x$ between the site energies define
$$R(x,t) = \sqrt{x^2/4 + t^2},$$
which is `halfGap x t`.

```lean
/-- The quantity `√(x²/4 + t²)` for detuning `x` and hopping `t`. -/
def halfGap (x t : ℝ) : ℝ := Real.sqrt (x ^ 2 / 4 + t ^ 2)
```

Take $A = \begin{pmatrix} a & t \\ t & b\end{pmatrix}$ with real $a, b, t$, and put $m = (a+b)/2$ and $R = R(a-b,t)$. The equation $Av = \mu v$ reads $(A - \mu I)v = 0$ with $I$ the unit matrix, and it has a nonzero solution exactly when the determinant vanishes. Since $(a-\mu)(b-\mu) = (\mu - m)^2 - (a-b)^2/4$,
$$\det(A - \mu I) = (\mu - m)^2 - \frac{(a-b)^2}{4} - t^2 = (\mu-m)^2 - R^2 = \bigl(\mu - (m - R)\bigr)\bigl(\mu - (m+R)\bigr).$$
The levels are therefore $m - R$ and $m + R$. In the proof, `key` moves $\mu v$ to the left-hand side, `hdet` is the factorisation with $R^2 = (a-b)^2/4 + t^2$ supplied by `hR`, and `Matrix.exists_mulVec_eq_zero_iff` turns the existence of a nonzero null vector into the vanishing of the determinant.

```lean
/-- The levels of `[[a, t], [t, b]]` are `(a + b)/2 ∓ √((a - b)²/4 + t²)`. -/
theorem mem_levels (a b t μ : ℝ) :
    μ ∈ levels !![a, t; t, b] ↔
      μ = (a + b) / 2 - halfGap (a - b) t ∨ μ = (a + b) / 2 + halfGap (a - b) t := by
  have hR : halfGap (a - b) t ^ 2 = (a - b) ^ 2 / 4 + t ^ 2 := Real.sq_sqrt (by positivity)
  have key : ∀ v : Fin 2 → ℝ,
      !![a, t; t, b] *ᵥ v = μ • v ↔ !![a - μ, t; t, b - μ] *ᵥ v = 0 := by
    intro v
    have h : !![a - μ, t; t, b - μ] *ᵥ v = !![a, t; t, b] *ᵥ v - μ • v := by
      ext i
      fin_cases i <;> simp [Matrix.mulVec, dotProduct, Fin.sum_univ_two] <;> ring
    rw [h, sub_eq_zero]
  -- the secular determinant factorises over the two roots
  have hdet : (!![a - μ, t; t, b - μ] : Matrix (Fin 2) (Fin 2) ℝ).det =
      (μ - ((a + b) / 2 - halfGap (a - b) t)) * (μ - ((a + b) / 2 + halfGap (a - b) t)) := by
    rw [Matrix.det_fin_two_of]
    linear_combination hR
  simp only [levels, Set.mem_ofPred_eq, key]
  rw [Matrix.exists_mulVec_eq_zero_iff, hdet, mul_eq_zero, sub_eq_zero, sub_eq_zero]
```

Because $R \ge 0$, the level $m - R$ is the lowest and $m + R$ the highest. This holds for all real $a, b, t$, including $a = b$, $t = 0$, where the two coincide.

```lean
/-- The lowest level of `[[a, t], [t, b]]` is `(a + b)/2 - √((a - b)²/4 + t²)` and the highest
is `(a + b)/2 + √((a - b)²/4 + t²)`. -/
theorem lowest_and_highest (a b t : ℝ) :
    IsLeast (levels !![a, t; t, b]) ((a + b) / 2 - halfGap (a - b) t) ∧
      IsGreatest (levels !![a, t; t, b]) ((a + b) / 2 + halfGap (a - b) t) := by
  have h0 : 0 ≤ halfGap (a - b) t := Real.sqrt_nonneg _
  refine ⟨⟨(mem_levels _ _ _ _).2 (Or.inl rfl), fun μ hμ => ?_⟩,
    ⟨(mem_levels _ _ _ _).2 (Or.inr rfl), fun μ hμ => ?_⟩⟩
  · rcases (mem_levels _ _ _ _).1 hμ with h | h <;> linarith
  · rcases (mem_levels _ _ _ _).1 hμ with h | h <;> linarith
```

## `IsLeast` and its uniqueness lemma

`IsLeast S E` is the conjunction of two statements: $E \in S$, and $E \le \mu$ for every $\mu \in S$. The proof above has this shape, with one membership and one bound for each end of the spectrum. `IsGreatest` is the same with the inequality reversed. If $E$ and $E'$ are both least elements of $S$, then $E \le E'$ because $E' \in S$, and $E' \le E$ because $E \in S$, so $E = E'$. This is Mathlib's `IsLeast.unique`, which appears below as `h₁.unique` and `h₂.unique`. It connects the abstract hypothesis to the formula: whatever number $E_1$ is handed to a theorem as a lowest level must equal the value found in `lowest_and_highest`. That theorem also shows that a lowest and a highest level exist for every choice of $D$, $t$ and $U$, so the statements below are never empty.

## The shift as a difference of two square roots

Subtracting $U$ from one diagonal entry gives
$$H_1 = \begin{pmatrix} D-U & t \\ t & 0\end{pmatrix}, \qquad H_2 = \begin{pmatrix} D & t \\ t & -U\end{pmatrix}.$$

```lean
/-- The two core-hole Hamiltonians are `[[D - U, t], [t, 0]]` and `[[D, t], [t, -U]]`. -/
theorem coreHole_eq (D t U : ℝ) :
    coreHole D t U 0 = !![D - U, t; t, 0] ∧ coreHole D t U 1 = !![D, t; t, -U] := by
  constructor <;> ext i j <;> fin_cases i <;> fin_cases j <;>
    simp [coreHole, twoSite]
```

Both matrices have trace $D - U$ and hence the same mean level $(D-U)/2$. Their detunings differ: $D - U$ for $H_1$ and $D + U$ for $H_2$. With
$$p = R(D+U,t), \qquad q = R(D-U,t),$$
the lowest levels are $E_1 = (D-U)/2 - q$ and $E_2 = (D-U)/2 - p$, so
$$E_1 - E_2 = p - q$$
for all real $D, t, U$. In Lean, `e₁` and `e₂` are these two formulas, obtained by uniqueness, and `linarith` subtracts them.

```lean
/-- The difference of the lowest levels with the hole on the first and on the second site is
`√((D + U)²/4 + t²) - √((D - U)²/4 + t²)`. -/
theorem shift_eq {D t U E₁ E₂ : ℝ} (h₁ : IsLeast (levels (coreHole D t U 0)) E₁)
    (h₂ : IsLeast (levels (coreHole D t U 1)) E₂) :
    E₁ - E₂ = halfGap (D + U) t - halfGap (D - U) t := by
  rw [(coreHole_eq D t U).1] at h₁
  rw [(coreHole_eq D t U).2] at h₂
  have e₁ := h₁.unique (lowest_and_highest (D - U) 0 t).1
  have e₂ := h₂.unique (lowest_and_highest D (-U) t).1
  rw [sub_zero] at e₁
  rw [sub_neg_eq_add] at e₂
  linarith
```

## The bounds $0 < E_1 - E_2 < \min(D,U)$

Let $D > 0$, $U > 0$ and $t \ne 0$. The hopping cancels in the difference of squares:
$$(p - q)(p+q) = p^2 - q^2 = \frac{(D+U)^2 - (D-U)^2}{4} = DU.$$
Since $t^2 > 0$, each root strictly exceeds the value it would have without hopping:
$$p > \frac{D+U}{2}, \qquad q > \frac{D-U}{2}, \qquad q > \frac{U-D}{2}.$$
Adding the first and second inequality gives $p + q > D$, and adding the first and third gives $p + q > U$. In particular $p + q > 0$, and as $DU > 0$ the factor $p - q$ is positive. For the upper bounds,
$$(p-q)(p+q) = DU < D\,(p+q), \qquad (p-q)(p+q) = DU < U\,(p+q),$$
and cancelling $p+q$ leaves $p - q < D$ and $p - q < U$.

The theorem `shift_bounds` reads: for real $D, U > 0$ and $t \neq 0$ of either sign, if $E_1$ is the lowest level of $H_1$ and $E_2$ that of $H_2$, then $0 < E_1 - E_2 < \min(D,U)$. A hole on the lower-lying second site thus gives the lower energy. The three strict inequalities are `p1`, `q1` and `q2`. After them `generalize` replaces the roots by plain variables `p` and `q`, and the remainder is the algebra above: `prod` is the product formula, `sD` and `sU` are the two sums, and `lt_of_mul_lt_mul_right` cancels $p+q$.

```lean
/-- For `D, U > 0` and nonzero hopping, the lowest level with the hole on the first site lies
above that with the hole on the second site, by less than `min D U`. -/
theorem shift_bounds {D t U E₁ E₂ : ℝ} (hD : 0 < D) (hU : 0 < U) (ht : t ≠ 0)
    (h₁ : IsLeast (levels (coreHole D t U 0)) E₁)
    (h₂ : IsLeast (levels (coreHole D t U 1)) E₂) :
    0 < E₁ - E₂ ∧ E₁ - E₂ < min D U := by
  rw [shift_eq h₁ h₂]
  have ht2 : 0 < t ^ 2 := by positivity
  have hDU : 0 < D * U := mul_pos hD hU
  have hp : halfGap (D + U) t ^ 2 = (D + U) ^ 2 / 4 + t ^ 2 := Real.sq_sqrt (by positivity)
  have hq : halfGap (D - U) t ^ 2 = (D - U) ^ 2 / 4 + t ^ 2 := Real.sq_sqrt (by positivity)
  have p1 : (D + U) / 2 < halfGap (D + U) t := Real.lt_sqrt_of_sq_lt (by nlinarith)
  have q1 : (D - U) / 2 < halfGap (D - U) t := Real.lt_sqrt_of_sq_lt (by nlinarith)
  have q2 : (U - D) / 2 < halfGap (D - U) t := Real.lt_sqrt_of_sq_lt (by nlinarith)
  generalize halfGap (D + U) t = p at *
  generalize halfGap (D - U) t = q at *
  -- (p - q)(p + q) = D U, while p + q exceeds both D and U
  have prod : (p - q) * (p + q) = D * U := by linear_combination hp - hq
  have sD : D < p + q := by linarith
  have sU : U < p + q := by linarith
  have s0 : 0 < p + q := by linarith
  refine ⟨?_, lt_min ?_ ?_⟩
  · exact (mul_pos_iff_of_pos_right s0).1 (by rw [prod]; exact hDU)
  · refine lt_of_mul_lt_mul_right ?_ s0.le
    rw [prod]
    exact mul_lt_mul_of_pos_left sU hD
  · refine lt_of_mul_lt_mul_right ?_ s0.le
    rw [prod, mul_comm]
    exact mul_lt_mul_of_pos_left sD hU
```

## Strong hopping

A second upper bound comes from $q \ge |t|$, which holds because $(D-U)^2/4 \ge 0$. The shift is positive, so $p > q \ge |t|$ and $p + q > 2|t|$. Multiplying by $p - q > 0$ gives $2|t|\,(p-q) < DU$, that is
$$E_1 - E_2 < \frac{DU}{2|t|}$$
under the same hypotheses. At fixed $D$ and $U$ this bound falls off as $1/|t|$. The proof clears the denominator with `lt_div_iff₀` and replaces $DU$ by $(p-q)(p+q)$.

```lean
/-- For `D, U > 0` and nonzero hopping, the difference of the two lowest levels is smaller
than `D U / (2 |t|)`. -/
theorem shift_lt_div_hopping {D t U E₁ E₂ : ℝ} (hD : 0 < D) (hU : 0 < U) (ht : t ≠ 0)
    (h₁ : IsLeast (levels (coreHole D t U 0)) E₁)
    (h₂ : IsLeast (levels (coreHole D t U 1)) E₂) :
    E₁ - E₂ < D * U / (2 * |t|) := by
  have hpos := (shift_bounds hD hU ht h₁ h₂).1
  rw [shift_eq h₁ h₂] at hpos ⊢
  have ha : 0 < |t| := abs_pos.2 ht
  have hp : halfGap (D + U) t ^ 2 = (D + U) ^ 2 / 4 + t ^ 2 := Real.sq_sqrt (by positivity)
  have hq : halfGap (D - U) t ^ 2 = (D - U) ^ 2 / 4 + t ^ 2 := Real.sq_sqrt (by positivity)
  have q1 : |t| ≤ halfGap (D - U) t :=
    Real.abs_le_sqrt (by nlinarith [sq_nonneg (D - U)])
  generalize halfGap (D + U) t = p at *
  generalize halfGap (D - U) t = q at *
  have prod : (p - q) * (p + q) = D * U := by linear_combination hp - hq
  -- p > q ≥ |t|
  rw [lt_div_iff₀ (by positivity), ← prod]
  exact mul_lt_mul_of_pos_left (by linarith) hpos
```

## Vanishing hopping

At $t = 0$ one has $R(x,0) = |x|/2$, so for $D, U \ge 0$
$$E_1 - E_2 = \frac{D+U}{2} - \frac{|D-U|}{2} = \min(D,U),$$
which equals $D$ when $D \le U$ and $U$ when $U \le D$. The upper bound is attained here, so its strictness in `shift_bounds` rests on $t \ne 0$. The case split `le_total D U` resolves the absolute value and the minimum together.

```lean
/-- Without hopping and for `D, U ≥ 0`, the difference of the two lowest levels equals
`min D U`. -/
theorem shift_no_hopping {D U E₁ E₂ : ℝ} (hD : 0 ≤ D) (hU : 0 ≤ U)
    (h₁ : IsLeast (levels (coreHole D 0 U 0)) E₁)
    (h₂ : IsLeast (levels (coreHole D 0 U 1)) E₂) :
    E₁ - E₂ = min D U := by
  have h : ∀ x : ℝ, halfGap x 0 = |x / 2| := by
    intro x
    have e : x ^ 2 / 4 + (0 : ℝ) ^ 2 = (x / 2) ^ 2 := by ring
    rw [halfGap, e, Real.sqrt_sq_eq_abs]
  rw [shift_eq h₁ h₂, h, h, abs_of_nonneg (by linarith : 0 ≤ (D + U) / 2)]
  rcases le_total D U with hle | hle
  · rw [min_eq_left hle, abs_of_nonpos (by linarith)]
    ring
  · rw [min_eq_right hle, abs_of_nonneg (by linarith)]
    ring
```

## When the shift vanishes

With no condition on the signs of $D$ and $U$ or on $t$, the equality $E_1 = E_2$ means $p = q$. Square roots of nonnegative numbers agree exactly when the numbers do (`Real.sqrt_inj`), so this is $(D+U)^2/4 + t^2 = (D-U)^2/4 + t^2$, or $DU = 0$. The two lowest levels coincide exactly for equivalent sites ($D = 0$) or no core-hole attraction ($U = 0$).

```lean
/-- For arbitrary real parameters, the two lowest levels coincide exactly when `D = 0` or
`U = 0`. -/
theorem shift_zero_iff {D t U E₁ E₂ : ℝ} (h₁ : IsLeast (levels (coreHole D t U 0)) E₁)
    (h₂ : IsLeast (levels (coreHole D t U 1)) E₂) :
    E₁ = E₂ ↔ D = 0 ∨ U = 0 := by
  rw [← sub_eq_zero, shift_eq h₁ h₂, sub_eq_zero, halfGap, halfGap,
    Real.sqrt_inj (by positivity) (by positivity), ← mul_eq_zero]
  constructor
  · intro h
    linear_combination h
  · intro h
    linear_combination h
```

## Aligning each run at its own lowest level

Let $F_1$ and $F_2$ be the highest levels of $H_1$ and $H_2$, so $F_1 = (D-U)/2 + q$ and $F_2 = (D-U)/2 + p$. On a common energy scale their separation is
$$F_2 - F_1 = p - q = E_1 - E_2.$$
If each calculation is instead shifted so that its own lowest level sits at zero, the upper levels appear at $F_1 - E_1 = 2q$ and $F_2 - E_2 = 2p$, and their separation becomes
$$(F_2 - E_2) - (F_1 - E_1) = 2(E_1 - E_2).$$
The aligned separation exceeds the common-scale one by $E_1 - E_2$, which lies strictly between $0$ and $\min(D,U)$ for $D, U > 0$ and $t \ne 0$. The theorem `alignment_error` states the two equalities and these two bounds, with `IsGreatest` hypotheses `g₁` and `g₂` for the upper levels. Uniqueness of the greatest element fixes $F_1$ and $F_2$, and all four claims then follow linearly from `hs`, `b₁` and `b₂`.

In this one-electron, two-site model with a static hole and equal core energies, site-resolved calculations of X-ray absorption near-edge structure (XANES) that are each referenced to their own lowest level lose the offset $E_1 - E_2$ between the onsets, taken here to be the lowest levels, and double the separation of the upper levels. How large such an offset is in a many-electron calculation is a question that none of the theorems here addresses.

```lean
/-- For `D, U > 0` and nonzero hopping, the highest levels of the two core-hole Hamiltonians
differ by `F₂ - F₁ = E₁ - E₂`, and by twice this when each is measured from its own lowest
level; the second separation exceeds the first by a positive amount below `min D U`. -/
theorem alignment_error {D t U E₁ E₂ F₁ F₂ : ℝ} (hD : 0 < D) (hU : 0 < U) (ht : t ≠ 0)
    (h₁ : IsLeast (levels (coreHole D t U 0)) E₁)
    (h₂ : IsLeast (levels (coreHole D t U 1)) E₂)
    (g₁ : IsGreatest (levels (coreHole D t U 0)) F₁)
    (g₂ : IsGreatest (levels (coreHole D t U 1)) F₂) :
    F₂ - F₁ = E₁ - E₂ ∧ (F₂ - E₂) - (F₁ - E₁) = 2 * (E₁ - E₂) ∧
      0 < ((F₂ - E₂) - (F₁ - E₁)) - (F₂ - F₁) ∧
      ((F₂ - E₂) - (F₁ - E₁)) - (F₂ - F₁) < min D U := by
  have hs := shift_eq h₁ h₂
  obtain ⟨b₁, b₂⟩ := shift_bounds hD hU ht h₁ h₂
  rw [(coreHole_eq D t U).1] at g₁
  rw [(coreHole_eq D t U).2] at g₂
  -- both matrices have trace D - U, so the upper levels move opposite to the lower ones
  have e₁ := g₁.unique (lowest_and_highest (D - U) 0 t).2
  have e₂ := g₂.unique (lowest_and_highest D (-U) t).2
  rw [sub_zero] at e₁
  rw [sub_neg_eq_add] at e₂
  refine ⟨?_, ?_, ?_, ?_⟩ <;> linarith

end

end CoreHoleSiteShift
```

```lean
#print axioms CoreHoleSiteShift.shift_lt_div_hopping
-- 'CoreHoleSiteShift.shift_lt_div_hopping' depends on axioms: [propext, Classical.choice, Quot.sound]
#print axioms CoreHoleSiteShift.shift_no_hopping
-- 'CoreHoleSiteShift.shift_no_hopping' depends on axioms: [propext, Classical.choice, Quot.sound]
#print axioms CoreHoleSiteShift.shift_zero_iff
-- 'CoreHoleSiteShift.shift_zero_iff' depends on axioms: [propext, Classical.choice, Quot.sound]
#print axioms CoreHoleSiteShift.alignment_error
-- 'CoreHoleSiteShift.alignment_error' depends on axioms: [propext, Classical.choice, Quot.sound]
```
